# Error bound for compensated summation with exactly known addition errors

Add $1$, $10^{16}$ and $-10^{16}$ from left to right in double precision, and the result is $0$. The first addition rounds $1+10^{16}$ to $10^{16}$, and the subtraction then leaves nothing. Each rounding is small relative to the intermediate sum, but the intermediate sum can be far larger than the final one. The same loss threatens any total in which large contributions of opposite sign nearly cancel, such as an electrostatic energy.

Compensated summation collects the lost parts in a second sum and adds them back at the end. Suppose that the error of each addition in the first sum is known exactly, and that every rounding has relative size at most $u$. Then for $n\ge 2$ real numbers the final error is at most

$$u\Big|\sum x_i\Big|+\big((1+u)^{n-1}-1\big)^2\sum|x_i| .$$

```lean
import Mathlib

open Finset

namespace CompensatedSummation

noncomputable section
```

## Two sums and one last addition

Floating-point numbers keep a fixed number of significant digits, so an addition without overflow returns the exact sum times $1+d$, with $|d|\le u$. In double precision with rounding to nearest, $u=2^{-53}\approx1.1\times10^{-16}$. Counting from zero, as the code does, the sequential sum is

$$s_0=x_0,\qquad s_{k+1}=(s_k+x_{k+1})(1+d_k).$$

In Lean, `roundedSum d x k` is $s_k$. The terms and the relative errors are real sequences, of which only finitely many entries are used. No rounding rule is fixed: the bounds hold for every choice of errors of the permitted size.

```lean
/-- Sequential floating-point sum of `x 0, ..., x k`: the `k` additions are each
multiplied by a factor `1 + d i`, where `d i` is the relative rounding error. -/
def roundedSum (d x : ℕ → ℝ) : ℕ → ℝ
  | 0 => x 0
  | k + 1 => (roundedSum d x k + x (k + 1)) * (1 + d k)
```

The error of one addition is taken as exact minus rounded, the sign with which it must be added back:

$$e_k=s_k+x_{k+1}-s_{k+1}=-d_k(s_k+x_{k+1}).$$

Here the model steps ahead of the machine, because $e_k$ is simply available as a real number. In binary arithmetic with rounding to nearest and no overflow, $e_k$ is itself a floating-point number, and a few extra operations recover it. That fact is assumed here.

```lean
/-- The error of one addition in the sequential sum: exact result minus rounded result. -/
def additionError (d x : ℕ → ℝ) (k : ℕ) : ℝ :=
  roundedSum d x k + x (k + 1) - roundedSum d x (k + 1)
```

For $n=m+2$ terms there are $m+1$ errors $e_0,\dots,e_m$. They are summed by the same recursion, with relative errors $d'_k$, to give $t_m$. The last addition has relative error $\delta$:

$$C=(s_{m+1}+t_m)(1+\delta).$$

Kahan's algorithm, which often goes by the name of compensated summation, instead feeds each correction into the next addition. Here the corrections are kept apart until the end.

```lean
/-- Compensated sum of the `m + 2` numbers `x 0, ..., x (m + 1)`: the rounded sum and the
rounded sum of its `m + 1` addition errors are added, with relative rounding error `δ`. -/
def compensatedSum (d d' : ℕ → ℝ) (δ : ℝ) (x : ℕ → ℝ) (m : ℕ) : ℝ :=
  (roundedSum d x (m + 1) + roundedSum d' (additionError d x) m) * (1 + δ)
```

## What the second sum restores

By definition $s_{k+1}+e_k=s_k+x_{k+1}$: an addition moves part of the total into its error and loses nothing. Starting from $s_0=x_0$, induction gives

$$s_k+\sum_{i<k}e_i=\sum_{i\le k}x_i .$$

In Lean, `range k` runs over $0,\dots,k-1$. The induction step splits the last term off both sums, and `linarith` combines the equations.

```lean
/-- The rounded sum and all its addition errors together give the exact sum. -/
theorem roundedSum_add_errors (d x : ℕ → ℝ) (k : ℕ) :
    roundedSum d x k + ∑ i ∈ range k, additionError d x i = ∑ i ∈ range (k + 1), x i := by
  induction k with
  | zero => simp [roundedSum]
  | succ k ih =>
    have h1 := sum_range_succ (additionError d x) k
    have h2 := sum_range_succ x (k + 1)
    have h3 : additionError d x k
        = roundedSum d x k + x (k + 1) - roundedSum d x (k + 1) := rfl
    linarith
```

Write $S=\sum_{i\le m+1}x_i$, and let $f_i$ be the addition errors of the second sum. The identity, used once for each sum, gives

$$s_{m+1}+\sum_{i\le m}e_i=S,\qquad t_m+\sum_{i<m}f_i=\sum_{i\le m}e_i .$$

With $F=\sum_{i<m}f_i$, it follows that $s_{m+1}+t_m=S-F$, and so $C=(S-F)(1+\delta)$. Only errors made in summing errors remain, besides the last rounding.

```lean
/-- The compensated sum is the exact sum, less the errors made in summing the addition
errors, rounded once. -/
theorem compensatedSum_eq (d d' : ℕ → ℝ) (δ : ℝ) (x : ℕ → ℝ) (m : ℕ) :
    compensatedSum d d' δ x m = (∑ i ∈ range (m + 2), x i
      - ∑ i ∈ range m, additionError d' (additionError d x) i) * (1 + δ) := by
  have h1 := roundedSum_add_errors d x (m + 1)
  have h2 := roundedSum_add_errors d' (additionError d x) m
  unfold compensatedSum
  congr 1
  linarith
```

For two numbers, $m=0$ and there is a single error to sum. Then $F$ is empty and $C=(x_0+x_1)(1+\delta)$.

```lean
/-- For two numbers, the compensated sum is the exact sum rounded once. -/
theorem compensatedSum_two (d d' : ℕ → ℝ) (δ : ℝ) (x : ℕ → ℝ) :
    compensatedSum d d' δ x 0 = (x 0 + x 1) * (1 + δ) := by
  have h := compensatedSum_eq d d' δ x 0
  simpa [sum_range_succ] using h
```

## How large the errors can be

Let $A_k=\sum_{i\le k}|x_i|$. The size of $e_k$ depends on the intermediate sum, for which

$$|s_k+x_{k+1}|\le(1+u)^kA_{k+1}.$$

For $k=0$ this is the triangle inequality. For the next step,

$$|s_{k+1}+x_{k+2}|\le(1+u)\,|s_k+x_{k+1}|+|x_{k+2}|\le(1+u)^{k+1}\big(A_{k+1}+|x_{k+2}|\big),$$

where the last term was enlarged by a factor of at least one. The `calc` block follows this line. That $u\ge0$ is deduced from $|d_0|\le u$.

```lean
/-- If all relative rounding errors are at most `u`, the intermediate sum after `k` rounded
additions and one exact addition is at most `(1 + u) ^ k` times the sum of the magnitudes. -/
theorem abs_intermediate_le {u : ℝ} {d : ℕ → ℝ} (hd : ∀ k, |d k| ≤ u) (x : ℕ → ℝ) (k : ℕ) :
    |roundedSum d x k + x (k + 1)| ≤ (1 + u) ^ k * ∑ i ∈ range (k + 2), |x i| := by
  have hu : 0 ≤ u := (abs_nonneg _).trans (hd 0)
  induction k with
  | zero => simpa [roundedSum, sum_range_succ] using abs_add_le (x 0) (x 1)
  | succ k ih =>
    have h1 : |1 + d k| ≤ 1 + u := by
      have := abs_le.mp (hd k)
      rw [abs_le]
      constructor <;> linarith
    have hp : 1 ≤ (1 + u) ^ (k + 1) := one_le_pow₀ (by linarith)
    have hs : ∑ i ∈ range (k + 1 + 2), |x i|
        = ∑ i ∈ range (k + 2), |x i| + |x (k + 1 + 1)| := sum_range_succ _ _
    calc |roundedSum d x (k + 1) + x (k + 1 + 1)|
        ≤ |(roundedSum d x k + x (k + 1)) * (1 + d k)| + |x (k + 1 + 1)| := abs_add_le _ _
      _ ≤ ((1 + u) ^ k * ∑ i ∈ range (k + 2), |x i|) * (1 + u)
          + (1 + u) ^ (k + 1) * |x (k + 1 + 1)| := by
        rw [abs_mul]
        exact add_le_add (mul_le_mul ih h1 (abs_nonneg _) (by positivity))
          (le_mul_of_one_le_left (abs_nonneg _) hp)
      _ = (1 + u) ^ (k + 1) * ∑ i ∈ range (k + 1 + 2), |x i| := by
        rw [hs]
        ring
```

Hence $|e_k|\le u(1+u)^kA_{k+1}$. The total of the error magnitudes satisfies

$$\sum_{i<k}|e_i|\le\big((1+u)^k-1\big)A_k .$$

Both sides vanish at $k=0$. In the induction step $A_k$ is replaced by the larger $A_{k+1}$, and the factors add up:

$$(1+u)^k-1+u(1+u)^k=(1+u)^{k+1}-1 .$$

In the code, `hX` is the enlargement and `he` the bound on the newest error. The same expression bounds the error of the uncompensated sum, but it is of first order in $u$, not of second.

```lean
/-- If all relative rounding errors are at most `u`, the magnitudes of the first `k` addition
errors total at most `(1 + u) ^ k - 1` times the sum of the magnitudes of the terms. -/
theorem sum_abs_errors_le {u : ℝ} {d : ℕ → ℝ} (hd : ∀ k, |d k| ≤ u) (x : ℕ → ℝ) (k : ℕ) :
    ∑ i ∈ range k, |additionError d x i|
      ≤ ((1 + u) ^ k - 1) * ∑ i ∈ range (k + 1), |x i| := by
  have hu : 0 ≤ u := (abs_nonneg _).trans (hd 0)
  induction k with
  | zero => simp
  | succ k ih =>
    have hp : 0 ≤ (1 + u) ^ k - 1 := sub_nonneg.2 (one_le_pow₀ (by linarith))
    have hX : ∑ i ∈ range (k + 1), |x i| ≤ ∑ i ∈ range (k + 2), |x i| := by
      rw [sum_range_succ _ (k + 1)]
      linarith [abs_nonneg (x (k + 1))]
    -- the newest error is at most `u` times the bound on the intermediate sum
    have he : |additionError d x k| ≤ ((1 + u) ^ k * ∑ i ∈ range (k + 2), |x i|) * u := by
      have h : additionError d x k = -((roundedSum d x k + x (k + 1)) * d k) := by
        simp only [additionError, roundedSum]
        ring
      rw [h, abs_neg, abs_mul]
      exact mul_le_mul (abs_intermediate_le hd x k) (hd k) (abs_nonneg _) (by positivity)
    rw [sum_range_succ]
    calc _ ≤ ((1 + u) ^ k - 1) * ∑ i ∈ range (k + 2), |x i|
          + ((1 + u) ^ k * ∑ i ∈ range (k + 2), |x i|) * u :=
        add_le_add (ih.trans (mul_le_mul_of_nonneg_left hX hp)) he
      _ = ((1 + u) ^ (k + 1) - 1) * ∑ i ∈ range (k + 2), |x i| := by ring
```

## The product of two small factors

Set $g=(1+u)^m-1$, $G=(1+u)^{m+1}-1$ and $A=A_{m+1}$. The bound on error totals applies first to the second sum, whose terms are the $e_i$, and then to the first:

$$|F|\le g\sum_{i\le m}|e_i|\le g\,G\,A .$$

This is `hR`. The formula for $C$ rearranges, in `hsplit`, to

$$C-S=\delta S-(1+\delta)F,$$

so that $|C-S|\le u|S|+(1+u)\,g\,G\,A$. Since $(1+u)g=G-u\le G$, which is `hgG`, the last rounding fits into the smaller factor and the second term is at most $G^2A$. With $n-1=m+1$ this is the bound stated at the start.

```lean
/-- Error of compensated summation of `n = m + 2` numbers, all relative rounding errors being
at most `u`: it is at most `u |∑ x| + ((1 + u) ^ (n - 1) - 1) ^ 2 ∑ |x|`. -/
theorem compensatedSum_error {u δ : ℝ} {d d' : ℕ → ℝ} (hd : ∀ k, |d k| ≤ u)
    (hd' : ∀ k, |d' k| ≤ u) (hδ : |δ| ≤ u) (x : ℕ → ℝ) (m : ℕ) :
    |compensatedSum d d' δ x m - ∑ i ∈ range (m + 2), x i|
      ≤ u * |∑ i ∈ range (m + 2), x i|
        + ((1 + u) ^ (m + 1) - 1) ^ 2 * ∑ i ∈ range (m + 2), |x i| := by
  have hu : 0 ≤ u := (abs_nonneg _).trans hδ
  have h1 : |1 + δ| ≤ 1 + u := by
    have := abs_le.mp hδ
    rw [abs_le]
    constructor <;> linarith
  have hg : 0 ≤ (1 + u) ^ m - 1 := sub_nonneg.2 (one_le_pow₀ (by linarith))
  have hG : 0 ≤ (1 + u) ^ (m + 1) - 1 := sub_nonneg.2 (one_le_pow₀ (by linarith))
  have hgG : (1 + u) * ((1 + u) ^ m - 1) ≤ (1 + u) ^ (m + 1) - 1 := by
    rw [pow_succ]
    linarith
  have hX : 0 ≤ ∑ i ∈ range (m + 2), |x i| := sum_nonneg fun i _ => abs_nonneg _
  -- the bound on addition errors, used once for each pass
  have hR : |∑ i ∈ range m, additionError d' (additionError d x) i|
      ≤ ((1 + u) ^ m - 1) * (((1 + u) ^ (m + 1) - 1) * ∑ i ∈ range (m + 2), |x i|) :=
    (abs_sum_le_sum_abs _ _).trans ((sum_abs_errors_le hd' _ m).trans
      (mul_le_mul_of_nonneg_left (sum_abs_errors_le hd x (m + 1)) hg))
  have hsplit : compensatedSum d d' δ x m - ∑ i ∈ range (m + 2), x i
      = δ * ∑ i ∈ range (m + 2), x i
        + -((1 + δ) * ∑ i ∈ range m, additionError d' (additionError d x) i) := by
    rw [compensatedSum_eq]
    ring
  rw [hsplit]
  refine (abs_add_le _ _).trans ?_
  rw [abs_neg, abs_mul, abs_mul]
  refine add_le_add (mul_le_mul_of_nonneg_right hδ (abs_nonneg _)) ?_
  -- the last rounding is absorbed into the smaller factor
  refine (mul_le_mul h1 hR (abs_nonneg _) (by linarith)).trans ?_
  rw [← mul_assoc, sq, mul_assoc ((1 + u) ^ (m + 1) - 1)]
  exact mul_le_mul_of_nonneg_right hgG (mul_nonneg hG hX)
```

## A bound quadratic in $u$

To remove the power, let $a=ju$ and show that $(1+u)^j\le1+a+a^2$ whenever $a\le1$. Passing from $j$ to $j+1$ requires

$$(1+a+a^2)(1+u)\le1+(a+u)+(a+u)^2 .$$

The right side exceeds the left by $au(1-a)+u^2\ge0$; `nlinarith` is given these two terms. For $k$ additions with $ku\le1$, the inequality $(ku)^2\le ku$ then gives $(1+u)^k-1\le2ku$.

```lean
/-- If `k u ≤ 1` with `u ≥ 0`, the growth factor `(1 + u) ^ k` exceeds one by at most `2 k u`. -/
theorem growth_le {u : ℝ} (hu : 0 ≤ u) (k : ℕ) (hk : k * u ≤ 1) :
    (1 + u) ^ k - 1 ≤ 2 * (k * u) := by
  have key : ∀ j : ℕ, j * u ≤ 1 → (1 + u) ^ j ≤ 1 + j * u + (j * u) ^ 2 := by
    intro j
    induction j with
    | zero => simp
    | succ j ih =>
      intro h
      push_cast at h ⊢
      have hj : (j : ℝ) * u ≤ 1 := by linarith
      have hj0 : (0 : ℝ) ≤ j := Nat.cast_nonneg j
      rw [pow_succ]
      refine (mul_le_mul_of_nonneg_right (ih hj) (by linarith)).trans ?_
      nlinarith [mul_nonneg (mul_nonneg hj0 (sq_nonneg u)) (sub_nonneg.2 hj), sq_nonneg u]
  have hk0 : 0 ≤ (k : ℝ) * u := by positivity
  nlinarith [key k hk, mul_nonneg hk0 (sub_nonneg.2 hk)]
```

With $k=n-1$ and $(n-1)u\le1$, squaring gives

$$|C-S|\le u|S|+\big(2(n-1)u\big)^2A .$$

For a million terms in double precision, the factor in front of $A$ is about $5\times10^{-20}$.

```lean
/-- For `n = m + 2` numbers with all relative rounding errors at most `u` and `(n - 1) u ≤ 1`,
the error is at most `u |∑ x| + (2 (n - 1) u) ^ 2 ∑ |x|`. -/
theorem compensatedSum_error_quadratic {u δ : ℝ} {d d' : ℕ → ℝ} (hd : ∀ k, |d k| ≤ u)
    (hd' : ∀ k, |d' k| ≤ u) (hδ : |δ| ≤ u) (x : ℕ → ℝ) (m : ℕ) (hm : ((m : ℝ) + 1) * u ≤ 1) :
    |compensatedSum d d' δ x m - ∑ i ∈ range (m + 2), x i|
      ≤ u * |∑ i ∈ range (m + 2), x i|
        + (2 * (((m : ℝ) + 1) * u)) ^ 2 * ∑ i ∈ range (m + 2), |x i| := by
  have hu : 0 ≤ u := (abs_nonneg _).trans hδ
  have hG : 0 ≤ (1 + u) ^ (m + 1) - 1 := sub_nonneg.2 (one_le_pow₀ (by linarith))
  have h := growth_le hu (m + 1) (by push_cast; exact hm)
  push_cast at h
  exact (compensatedSum_error hd hd' hδ x m).trans (add_le_add le_rfl
    (mul_le_mul_of_nonneg_right (pow_le_pow_left₀ hG h 2)
      (sum_nonneg fun i _ => abs_nonneg _)))
```

## Relative error under cancellation

Cancellation is measured by a number $\kappa$ with $A\le\kappa|S|$. For $S\ne0$ the smallest choice is $A/|S|$, the condition number of the sum. Inserting this into the main bound gives

$$|C-S|\le(u+G^2\kappa)\,|S| .$$

As long as $G^2\kappa\le u$, the relative error is at most $2u$. For energies accumulated term by term in a simulation, this limits the summation error when the addition errors are recovered exactly; errors already present in the terms are a separate matter.

```lean
/-- If all relative rounding errors are at most `u` and `∑ |x| ≤ κ |∑ x|`, the error for
`n = m + 2` numbers is at most `u + ((1 + u) ^ (n - 1) - 1) ^ 2 κ` times `|∑ x|`. -/
theorem compensatedSum_error_conditioned {u δ κ : ℝ} {d d' : ℕ → ℝ} (hd : ∀ k, |d k| ≤ u)
    (hd' : ∀ k, |d' k| ≤ u) (hδ : |δ| ≤ u) (x : ℕ → ℝ) (m : ℕ)
    (hκ : ∑ i ∈ range (m + 2), |x i| ≤ κ * |∑ i ∈ range (m + 2), x i|) :
    |compensatedSum d d' δ x m - ∑ i ∈ range (m + 2), x i|
      ≤ (u + ((1 + u) ^ (m + 1) - 1) ^ 2 * κ) * |∑ i ∈ range (m + 2), x i| := by
  refine (compensatedSum_error hd hd' hδ x m).trans ?_
  rw [add_mul, mul_assoc _ κ]
  exact add_le_add le_rfl (mul_le_mul_of_nonneg_left hκ (sq_nonneg _))

end

end CompensatedSummation
```

```lean
#print axioms CompensatedSummation.compensatedSum_two
#print axioms CompensatedSummation.compensatedSum_error
#print axioms CompensatedSummation.compensatedSum_error_quadratic
#print axioms CompensatedSummation.compensatedSum_error_conditioned
```

```
'CompensatedSummation.compensatedSum_two' depends on axioms: [propext, Classical.choice, Quot.sound]
'CompensatedSummation.compensatedSum_error' depends on axioms: [propext, Classical.choice, Quot.sound]
'CompensatedSummation.compensatedSum_error_quadratic' depends on axioms: [propext, Classical.choice, Quot.sound]
'CompensatedSummation.compensatedSum_error_conditioned' depends on axioms: [propext, Classical.choice, Quot.sound]
```
